# Converting first derivatives of an energy density between spin and charge–spin gradient variables

## Spin contractions and charge–spin variables

Let a = ∇ρ_α and b = ∇ρ_β be the gradients of the two spin densities at one point in space. Their three scalar products are the spin contractions

saa = a·a, sab = a·b, sbb = b·b.

The total density has gradient a + b and the spin density ρ_α − ρ_β has gradient a − b. Their scalar products are the charge–spin variables

N = (a + b)·(a + b), K = (a + b)·(a − b), M = (a − b)·(a − b).

The mixed product sab is a single variable, entered once, and K carries no extra factor. These conventions fix the numerical factors below.

A semilocal energy density also depends on the densities themselves, and possibly on further variables. All of these are held fixed here, so the energy density is a function f(saa, sab, sbb). A subscript denotes a partial derivative: f_saa is the derivative of f with respect to saa at fixed sab and sbb.

## The change of variables

Expanding the products gives

N = saa + 2 sab + sbb, K = saa − sbb, M = saa − 2 sab + sbb.

Hence N + M = 2(saa + sbb) and N − M = 4 sab. Combining the first of these with K and solving for the spin contractions gives

saa = (N + 2K + M)/4, sab = (N − M)/4, sbb = (N − 2K + M)/4.

The same energy density in the new variables is

g(N, K, M) = f((N + 2K + M)/4, (N − M)/4, (N − 2K + M)/4).

The quantity saa sbb − sab² is the Gram determinant of a and b, which vanishes exactly when the two gradients are linearly dependent. In the new variables

saa sbb = ((N + M)² − 4K²)/16, sab² = (N − M)²/16.

Since (N + M)² − (N − M)² = 4NM, subtraction gives

saa sbb − sab² = (NM − K²)/4.

## Derivatives in both directions

Suppose f is differentiable at the point (saa, sab, sbb) that corresponds to (N, K, M). When N alone varies, the three spin contractions change at the rates 1/4, 1/4 and 1/4. When K alone varies, the rates are 1/2, 0 and −1/2. When M alone varies, they are 1/4, −1/4 and 1/4. The chain rule then gives

g_N = (f_saa + f_sab + f_sbb)/4,

g_K = (f_saa − f_sbb)/2,

g_M = (f_saa − f_sab + f_sbb)/4.

To invert these relations, note that g_N + g_M = (f_saa + f_sbb)/2 and g_N − g_M = f_sab/2. Adding g_K to the first, or subtracting it, separates f_saa from f_sbb:

f_saa = g_N + g_K + g_M,

f_sab = 2(g_N − g_M),

f_sbb = g_N − g_K + g_M.

A program that evaluates a gradient-corrected functional in one set of variables can use these formulas to supply first derivatives in the other, provided the densities are held fixed in both.

## The vectors under the divergence

In a gradient-corrected potential for spin α, the gradient dependence contributes minus the divergence of 2f_saa a + f_sab b. For spin β the vector is f_sab a + 2f_sbb b. The corresponding vectors in charge–spin form are

F = 2g_N (a + b) + g_K (a − b),

G = g_K (a + b) + 2g_M (a − b).

Collecting the coefficients of a and b in the sum gives

F + G = 2(g_N + g_K + g_M) a + 2(g_N − g_M) b = 2f_saa a + f_sab b.

The difference gives

F − G = 2(g_N − g_M) a + 2(g_N − g_K + g_M) b = f_sab a + 2f_sbb b.

The spin-α vector is therefore the sum of the charge and spin vectors, and the spin-β vector is their difference.

## How the Lean statements encode the physics

A triple of variables is an element of `ℝ × ℝ × ℝ`. The map `toSpin` takes (N, K, M) to (saa, sab, sbb), and `chargeSpinForm f` is g. The operators `D₁`, `D₂` and `D₃` are one-variable derivatives in the first, second and third slot. Applied to `f` they are f_saa, f_sab and f_sbb; applied to `chargeSpinForm f` they are g_N, g_K and g_M.

Gradients are vectors in a real inner product space `E`. Ordinary three-dimensional space is one instance, and no dimension is assumed. The function `contractions` forms the three scalar products of two vectors, while `flux₁` and `flux₂` build the vectors of the preceding part. With arguments `a` and `b` they give the spin-α and spin-β vectors; with `chargeSpinForm f`, `a + b` and `a - b` they give F and G.

The main theorem, `chargeSpin_derivatives`, assumes that `f` is differentiable at `toSpin (N, K, M)`. Its conclusions use `HasDerivAt`, which says that a function has a derivative at a point and that the derivative is the stated number. This matters because `deriv` returns zero where no derivative exists, so an equation between `deriv` values would say less.

Differentiability is meant in the full three-variable sense, which is stronger than the existence of the three partial derivatives. It also requires f to be given in a whole neighbourhood of the point. Actual gradients satisfy saa sbb − sab² ≥ 0, and collinear gradients lie on the boundary of that region. A closed-shell density, with a = b, is such a case. There the hypothesis concerns f as a formula that extends past the physical region, and a functional whose formula is singular at the boundary does not satisfy it.

The theorems treat first derivatives at a single point. Second derivatives, derivatives with respect to the densities, and the divergence itself are not part of them.

## The complete file

```lean
import Mathlib

open scoped InnerProductSpace

namespace ChargeSpinGradient

noncomputable section

/-- The spin contractions (saa, sab, sbb) as functions of the charge-spin variables (N, K, M). -/
def toSpin (q : ℝ × ℝ × ℝ) : ℝ × ℝ × ℝ :=
  ((q.1 + 2 * q.2.1 + q.2.2) / 4, (q.1 - q.2.2) / 4, (q.1 - 2 * q.2.1 + q.2.2) / 4)

/-- An energy density f(saa, sab, sbb) rewritten as a function g(N, K, M). -/
def chargeSpinForm (f : ℝ × ℝ × ℝ → ℝ) (q : ℝ × ℝ × ℝ) : ℝ := f (toSpin q)

/-- Derivative in the first variable, the other two held fixed. -/
def D₁ (f : ℝ × ℝ × ℝ → ℝ) (p : ℝ × ℝ × ℝ) : ℝ := deriv (fun x => f (x, p.2.1, p.2.2)) p.1

/-- Derivative in the second variable, the other two held fixed. -/
def D₂ (f : ℝ × ℝ × ℝ → ℝ) (p : ℝ × ℝ × ℝ) : ℝ := deriv (fun y => f (p.1, y, p.2.2)) p.2.1

/-- Derivative in the third variable, the other two held fixed. -/
def D₃ (f : ℝ × ℝ × ℝ → ℝ) (p : ℝ × ℝ × ℝ) : ℝ := deriv (fun z => f (p.1, p.2.1, z)) p.2.2

/-- The Gram determinant of a triple of contractions: first times third minus second squared. -/
def gram (p : ℝ × ℝ × ℝ) : ℝ := p.1 * p.2.2 - p.2.1 ^ 2

variable {E : Type*} [NormedAddCommGroup E] [InnerProductSpace ℝ E]

/-- The three scalar products u·u, u·v, v·v of two gradient vectors. -/
def contractions (u v : E) : ℝ × ℝ × ℝ := (⟪u, u⟫_ℝ, ⟪u, v⟫_ℝ, ⟪v, v⟫_ℝ)

/-- The vector 2 f₁ u + f₂ v, with the derivatives of f taken at the contractions of u and v. -/
def flux₁ (f : ℝ × ℝ × ℝ → ℝ) (u v : E) : E :=
  (2 * D₁ f (contractions u v)) • u + D₂ f (contractions u v) • v

/-- The vector f₂ u + 2 f₃ v, with the derivatives of f taken at the contractions of u and v. -/
def flux₂ (f : ℝ × ℝ × ℝ → ℝ) (u v : E) : E :=
  D₂ f (contractions u v) • u + (2 * D₃ f (contractions u v)) • v

/-- For spin-density gradients a and b, the change of variables takes the contractions of the
total gradient a + b and the spin gradient a - b to the contractions of a and b. -/
theorem toSpin_contractions (a b : E) :
    toSpin (contractions (a + b) (a - b)) = contractions a b := by
  refine Prod.ext ?_ (Prod.ext ?_ ?_) <;>
    simp only [toSpin, contractions, inner_add_left, inner_add_right, inner_sub_left,
      inner_sub_right, real_inner_comm a b] <;> ring

/-- The Gram determinants are related by saa sbb - sab² = (N M - K²) / 4. -/
theorem gram_toSpin (q : ℝ × ℝ × ℝ) : gram (toSpin q) = gram q / 4 := by
  simp only [gram, toSpin]
  ring

/-- A curve that is a straight line p + x v has velocity v. -/
theorem hasDerivAt_line {c : ℝ → ℝ × ℝ × ℝ} (p v : ℝ × ℝ × ℝ)
    (hc : ∀ x, c x = p + x • v) (t : ℝ) : HasDerivAt c v t := by
  have h := ((hasDerivAt_id t).smul_const v).const_add p
  rw [funext hc]
  exact h.congr_deriv (one_smul ℝ v)

/-- Chain rule: along a curve with velocity v, a differentiable f changes at the rate
v₁ f₁ + v₂ f₂ + v₃ f₃. -/
theorem hasDerivAt_along {f : ℝ × ℝ × ℝ → ℝ} {c : ℝ → ℝ × ℝ × ℝ} {v : ℝ × ℝ × ℝ} {t : ℝ}
    (hf : DifferentiableAt ℝ f (c t)) (hc : HasDerivAt c v t) :
    HasDerivAt (fun s => f (c s))
      (v.1 * D₁ f (c t) + v.2.1 * D₂ f (c t) + v.2.2 * D₃ f (c t)) t := by
  have key : ∀ p w : ℝ × ℝ × ℝ, DifferentiableAt ℝ f p →
      fderiv ℝ f p w = w.1 * D₁ f p + w.2.1 * D₂ f p + w.2.2 * D₃ f p := by
    rintro ⟨x, y, z⟩ ⟨a, b, d⟩ h
    -- each one-variable derivative is the total derivative in a coordinate direction
    have l1 : HasDerivAt (fun s : ℝ => (s, y, z)) ((1 : ℝ), (0 : ℝ), (0 : ℝ)) x :=
      (hasDerivAt_id x).prodMk ((hasDerivAt_const x y).prodMk (hasDerivAt_const x z))
    have l2 : HasDerivAt (fun s : ℝ => (x, s, z)) ((0 : ℝ), (1 : ℝ), (0 : ℝ)) y :=
      (hasDerivAt_const y x).prodMk ((hasDerivAt_id y).prodMk (hasDerivAt_const y z))
    have l3 : HasDerivAt (fun s : ℝ => (x, y, s)) ((0 : ℝ), (0 : ℝ), (1 : ℝ)) z :=
      (hasDerivAt_const z x).prodMk ((hasDerivAt_const z y).prodMk (hasDerivAt_id z))
    have h1 : D₁ f (x, y, z) = fderiv ℝ f (x, y, z) (1, 0, 0) :=
      (HasFDerivAt.comp_hasDerivAt (f := fun s : ℝ => (s, y, z)) x h.hasFDerivAt l1).deriv
    have h2 : D₂ f (x, y, z) = fderiv ℝ f (x, y, z) (0, 1, 0) :=
      (HasFDerivAt.comp_hasDerivAt (f := fun s : ℝ => (x, s, z)) y h.hasFDerivAt l2).deriv
    have h3 : D₃ f (x, y, z) = fderiv ℝ f (x, y, z) (0, 0, 1) :=
      (HasFDerivAt.comp_hasDerivAt (f := fun s : ℝ => (x, y, s)) z h.hasFDerivAt l3).deriv
    have e : ((a, b, d) : ℝ × ℝ × ℝ) =
        a • ((1 : ℝ), (0 : ℝ), (0 : ℝ)) + b • ((0 : ℝ), (1 : ℝ), (0 : ℝ))
          + d • ((0 : ℝ), (0 : ℝ), (1 : ℝ)) := by
      simp
    have r : fderiv ℝ f (x, y, z) (a, b, d) =
        a * D₁ f (x, y, z) + b * D₂ f (x, y, z) + d * D₃ f (x, y, z) := by
      rw [e, map_add, map_add, map_smul, map_smul, map_smul, h1, h2, h3]
      simp only [smul_eq_mul]
    exact r
  exact (hf.hasFDerivAt.comp_hasDerivAt t hc).congr_deriv (key _ _ hf)

/-- If f is differentiable at the point (saa, sab, sbb) corresponding to (N, K, M), then the
derivatives of g(N, K, M) exist and are g_N = (f_saa + f_sab + f_sbb)/4, g_K = (f_saa - f_sbb)/2 and
g_M = (f_saa - f_sab + f_sbb)/4. -/
theorem chargeSpin_derivatives (f : ℝ × ℝ × ℝ → ℝ) (N K M : ℝ)
    (hf : DifferentiableAt ℝ f (toSpin (N, K, M))) :
    HasDerivAt (fun x => chargeSpinForm f (x, K, M))
      ((D₁ f (toSpin (N, K, M)) + D₂ f (toSpin (N, K, M)) + D₃ f (toSpin (N, K, M))) / 4) N ∧
    HasDerivAt (fun x => chargeSpinForm f (N, x, M))
      ((D₁ f (toSpin (N, K, M)) - D₃ f (toSpin (N, K, M))) / 2) K ∧
    HasDerivAt (fun x => chargeSpinForm f (N, K, x))
      ((D₁ f (toSpin (N, K, M)) - D₂ f (toSpin (N, K, M)) + D₃ f (toSpin (N, K, M))) / 4) M := by
  -- the coordinate lines in (N, K, M) are straight lines in (saa, sab, sbb)
  have cN : HasDerivAt (fun x => toSpin (x, K, M)) (1 / 4, 1 / 4, 1 / 4) N := by
    refine hasDerivAt_line (toSpin (0, K, M)) _ (fun x => ?_) N
    refine Prod.ext ?_ (Prod.ext ?_ ?_) <;>
      simp only [toSpin, Prod.fst_add, Prod.snd_add, Prod.smul_fst, Prod.smul_snd,
        smul_eq_mul] <;> ring
  have cK : HasDerivAt (fun x => toSpin (N, x, M)) (1 / 2, 0, -1 / 2) K := by
    refine hasDerivAt_line (toSpin (N, 0, M)) _ (fun x => ?_) K
    refine Prod.ext ?_ (Prod.ext ?_ ?_) <;>
      simp only [toSpin, Prod.fst_add, Prod.snd_add, Prod.smul_fst, Prod.smul_snd,
        smul_eq_mul] <;> ring
  have cM : HasDerivAt (fun x => toSpin (N, K, x)) (1 / 4, -1 / 4, 1 / 4) M := by
    refine hasDerivAt_line (toSpin (N, K, 0)) _ (fun x => ?_) M
    refine Prod.ext ?_ (Prod.ext ?_ ?_) <;>
      simp only [toSpin, Prod.fst_add, Prod.snd_add, Prod.smul_fst, Prod.smul_snd,
        smul_eq_mul] <;> ring
  exact ⟨(hasDerivAt_along hf cN).congr_deriv (by dsimp only; ring),
    (hasDerivAt_along hf cK).congr_deriv (by dsimp only; ring),
    (hasDerivAt_along hf cM).congr_deriv (by dsimp only; ring)⟩

/-- Conversely, where f is differentiable, f_saa = g_N + g_K + g_M, f_sab = 2 (g_N - g_M) and f_sbb
= g_N - g_K + g_M. -/
theorem spin_derivatives (f : ℝ × ℝ × ℝ → ℝ) (q : ℝ × ℝ × ℝ)
    (hf : DifferentiableAt ℝ f (toSpin q)) :
    D₁ f (toSpin q) = D₁ (chargeSpinForm f) q + D₂ (chargeSpinForm f) q
      + D₃ (chargeSpinForm f) q ∧
    D₂ f (toSpin q) = 2 * (D₁ (chargeSpinForm f) q - D₃ (chargeSpinForm f) q) ∧
    D₃ f (toSpin q) = D₁ (chargeSpinForm f) q - D₂ (chargeSpinForm f) q
      + D₃ (chargeSpinForm f) q := by
  obtain ⟨N, K, M⟩ := q
  obtain ⟨hN, hK, hM⟩ := chargeSpin_derivatives f N K M hf
  have eN : D₁ (chargeSpinForm f) (N, K, M) = _ := hN.deriv
  have eK : D₂ (chargeSpinForm f) (N, K, M) = _ := hK.deriv
  have eM : D₃ (chargeSpinForm f) (N, K, M) = _ := hM.deriv
  rw [eN, eK, eM]
  refine ⟨?_, ?_, ?_⟩ <;> ring

/-- If f is differentiable at the contractions of a and b, then the vectors 2 f_saa a + f_sab b and
f_sab a + 2 f_sbb b are the sum and the difference of the corresponding vectors built from g, the
total gradient a + b and the spin gradient a - b. -/
theorem flux_chargeSpin (f : ℝ × ℝ × ℝ → ℝ) (a b : E)
    (hf : DifferentiableAt ℝ f (contractions a b)) :
    flux₁ f a b = flux₁ (chargeSpinForm f) (a + b) (a - b)
      + flux₂ (chargeSpinForm f) (a + b) (a - b) ∧
    flux₂ f a b = flux₁ (chargeSpinForm f) (a + b) (a - b)
      - flux₂ (chargeSpinForm f) (a + b) (a - b) := by
  have h := spin_derivatives f (contractions (a + b) (a - b))
    (by rw [toSpin_contractions]; exact hf)
  rw [toSpin_contractions] at h
  obtain ⟨h1, h2, h3⟩ := h
  simp only [flux₁, flux₂]
  rw [h1, h2, h3]
  constructor <;> module

end

end ChargeSpinGradient
```

```lean
#print axioms ChargeSpinGradient.gram_toSpin
-- 'ChargeSpinGradient.gram_toSpin' depends on axioms: [propext, Classical.choice, Quot.sound]
#print axioms ChargeSpinGradient.chargeSpin_derivatives
-- 'ChargeSpinGradient.chargeSpin_derivatives' depends on axioms: [propext, Classical.choice, Quot.sound]
#print axioms ChargeSpinGradient.flux_chargeSpin
-- 'ChargeSpinGradient.flux_chargeSpin' depends on axioms: [propext, Classical.choice, Quot.sound]
```

## Algebra of the substitution

The theorem `toSpin_contractions` confirms that `toSpin` is the right substitution: it carries the contractions of a + b and a − b to those of a and b. The proof compares the triples component by component, expands each scalar product by linearity, uses the symmetry of the real scalar product, and leaves the arithmetic to `ring`. The Gram identity `gram_toSpin` needs only the definitions and `ring`, and it holds for every real triple, whether or not it comes from gradients.

## A closer look at `HasFDerivAt.comp_hasDerivAt`

The calculus turns on one Mathlib lemma, `HasFDerivAt.comp_hasDerivAt`. Suppose a function has a total derivative L, a continuous linear map, at the point c(t), and the curve c has velocity v at t. The lemma says that the function evaluated along the curve has derivative L(v) at t. For a differentiable `f`, the map L is `fderiv ℝ f (c t)`.

The lemma `hasDerivAt_along` uses this fact in two ways. First it takes the curves s ↦ (s, y, z), s ↦ (x, s, z) and s ↦ (x, y, s), whose velocities are the three coordinate vectors. The result identifies `D₁`, `D₂` and `D₃` with the values of L on those vectors. The named argument `(f := ...)` in these lines tells Lean which curve is meant; this `f` is the lemma's own name for the inner function, not the energy density.

Any velocity (a, b, d), where the letters are now numbers, is a combination of the coordinate vectors. Linearity of L therefore gives

L(a, b, d) = a f_saa + b f_sab + d f_sbb.

The second use applies the lemma to the given curve c. Its output, L(v), is then replaced by the expression in partial derivatives. The method `congr_deriv` makes that replacement: it keeps the differentiability statement and exchanges the derivative's value for an equal one.

## From coordinate lines to the flux vectors

Since `toSpin` is linear, varying one charge–spin variable moves the spin contractions along a straight line. The lemma `hasDerivAt_line` says that a curve of the form p + x v has velocity v. In `chargeSpin_derivatives`, the statements `cN`, `cK` and `cM` apply it to the three coordinate lines and record the velocities found by hand, such as (1/2, 0, −1/2) for K. The base point p is the image of the triple with the varying coordinate set to zero. Each velocity is passed to `hasDerivAt_along`, and `ring` puts the result into the stated form.

The proof of `spin_derivatives` reads the three derivatives of g from the main theorem through `.deriv`, substitutes them, and checks the inverse relations with `ring`.

For `flux_chargeSpin`, the hypothesis is differentiability of `f` at the contractions of a and b. The identity `toSpin_contractions` shows that this is the point required by `spin_derivatives`. After the derivatives of f have been replaced by those of g, what remains is an identity between linear combinations of a and b. The tactic `module` proves it by matching coefficients, as in the calculation of F + G and F − G.
